# The one-particle density matrix of a normalised fermionic state satisfies $0 \le g \le 1$ for finitely many modes

## Do the occupation bounds follow from the anticommutator alone?

Take finitely many fermionic modes labelled by $p$, with annihilation operators $a_p$ and creation operators $c_p = a_p^\dagger$, and a normalised state $v$. The one-particle density matrix is $g_{pq} = \langle v, c_p a_q v\rangle$, with the inner product conjugate-linear in its first slot.

I have always taken it for granted that $g$ is Hermitian and that its eigenvalues, the natural occupation numbers, lie between 0 and 1. The diagonal entries are easy, but the claim concerns every orbital, including superpositions of the original modes. I would like to see a complete argument that starts from the operator relations, with a machine-checked proof in Lean, and to know which of the relations it really uses.

## Two Gram matrices, one for particles and one for holes

Write $\delta_{pq}$ for the Kronecker delta and $\bar z$ for complex conjugation. Two relations are enough:

$$\langle a_p x, y\rangle = \langle x, c_p y\rangle, \qquad a_p c_q + c_q a_p = \delta_{pq}.$$

The relation $a_p a_q + a_q a_p = 0$ plays no part.

**Particles.** Moving $c_p$ to the left slot gives

$$g_{pq} = \langle v, c_p a_q v\rangle = \langle a_p v, a_q v\rangle .$$

So $g$ is the matrix of overlaps between the states with one particle removed. Hermiticity follows at once, because $\overline{g_{qp}} = \overline{\langle a_q v, a_p v\rangle} = \langle a_p v, a_q v\rangle = g_{pq}$.

**Holes.** Conjugating the adjoint relation gives $\langle c_q y, x\rangle = \langle y, a_q x\rangle$. With the anticommutator $a_q c_p = \delta_{pq} - c_p a_q$ and $\langle v, v\rangle = 1$,

$$\langle c_q v, c_p v\rangle = \langle v, a_q c_p v\rangle = \delta_{pq} - \langle v, c_p a_q v\rangle = (1-g)_{pq}.$$

The indices on the left are in reversed order compared with the particle case.

**Quadratic forms.** Let $x$ be a vector of complex coefficients $x_p$, and let $x^\dagger$ be its conjugate transpose. Then

$$x^\dagger g\, x = \sum_{p,q} \bar x_p x_q \langle a_p v, a_q v\rangle = \Big\| \sum_q x_q a_q v \Big\|^2 \ge 0,$$

$$x^\dagger (1-g)\, x = \sum_{p,q} \bar x_p x_q \langle c_q v, c_p v\rangle = \Big\| \sum_p \bar x_p c_p v \Big\|^2 \ge 0.$$

The conjugate in the second line comes from the reversed indices: $x_q$ belongs to the left slot, which conjugates its coefficients. The operators $\sum_q x_q a_q$ and $\sum_p \bar x_p c_p$ are adjoint to each other, so they remove and add a particle in the same orbital. In terms of the original modes, that orbital has coefficients $\bar x_p$.

**Natural occupations.** Suppose $g x = n x$ with $x \ne 0$, and put $S = \sum_p |x_p|^2 > 0$. The two forms become $nS \ge 0$ and $(1-n)S \ge 0$, hence $0 \le n \le 1$.

**Filled orbitals.** For $x \neq 0$ the occupation of the orbital is $x^\dagger g x / x^\dagger x$. It equals 1 exactly when $x^\dagger(1-g)x = 0$, that is, when $\sum_p \bar x_p c_p v = 0$. An orbital is completely filled precisely when no further particle can be put into it.

## The Lean file

```lean
import Mathlib

open Matrix
open scoped InnerProductSpace ComplexOrder

namespace ColemanCondition

noncomputable section

variable {ι H : Type*} [Fintype ι] [DecidableEq ι]
  [NormedAddCommGroup H] [InnerProductSpace ℂ H]

/-- The operators `c p` are adjoint to `a p`, and the two families obey the mixed
anticommutation relation `a p c q + c q a p = δ_pq`. -/
structure ModeRelations {ι H : Type*} [DecidableEq ι]
    [NormedAddCommGroup H] [InnerProductSpace ℂ H] (a c : ι → H →ₗ[ℂ] H) : Prop where
  adj : ∀ p x y, ⟪a p x, y⟫_ℂ = ⟪x, c p y⟫_ℂ
  anticomm : ∀ p q x, a p (c q x) + c q (a p x) = if p = q then x else 0

/-- The one-particle density matrix `g_pq = ⟨v, c_p a_q v⟩` of the state `v`. -/
def densityMatrix {ι H : Type*} [NormedAddCommGroup H] [InnerProductSpace ℂ H]
    (a c : ι → H →ₗ[ℂ] H) (v : H) : Matrix ι ι ℂ :=
  Matrix.of fun p q => ⟪v, c p (a q v)⟫_ℂ

variable {a c : ι → H →ₗ[ℂ] H} {v : H}

omit [Fintype ι] in
/-- For operators obeying the mode relations, the density matrix collects the overlaps of the
states with one particle removed. -/
theorem densityMatrix_apply (h : ModeRelations a c) (p q : ι) :
    densityMatrix a c v p q = ⟪a p v, a q v⟫_ℂ :=
  (h.adj p v (a q v)).symm

omit [Fintype ι] in
/-- For operators obeying the mode relations and a unit vector `v`, the hole matrix `1 - g`
collects the overlaps of the states with one particle added. -/
theorem holeMatrix_apply (h : ModeRelations a c) (hv : ‖v‖ = 1) (p q : ι) :
    (1 - densityMatrix a c v) p q = ⟪c q v, c p v⟫_ℂ := by
  have hvv : ⟪v, v⟫_ℂ = 1 := by
    rw [inner_self_eq_norm_sq_to_K, hv]
    simp
  -- move the creation operator to the other side of the inner product
  have hadj : ⟪c q v, c p v⟫_ℂ = ⟪v, a q (c p v)⟫_ℂ := by
    rw [← inner_conj_symm (c q v) (c p v), ← h.adj, inner_conj_symm]
  -- expectation value of the anticommutator
  have h2 := congrArg (fun y => ⟪v, y⟫_ℂ) (h.anticomm q p v)
  simp only [inner_add_right] at h2
  rw [hadj, Matrix.sub_apply, Matrix.one_apply]
  simp only [densityMatrix, Matrix.of_apply]
  by_cases hpq : p = q
  · subst hpq
    rw [if_pos rfl, hvv] at h2
    rw [if_pos rfl]
    linear_combination -h2
  · rw [if_neg (Ne.symm hpq), inner_zero_right] at h2
    rw [if_neg hpq]
    linear_combination -h2

/-- For operators obeying the mode relations, the quadratic form of `g` at a coefficient vector `x`
is the squared norm of `∑ q, x q • a q v`, the state with a particle removed from the orbital with
coefficients `star x`. -/
theorem particle_form (h : ModeRelations a c) (x : ι → ℂ) :
    star x ⬝ᵥ (densityMatrix a c v *ᵥ x) = (‖∑ q, x q • a q v‖ : ℂ) ^ 2 := by
  refine Eq.trans ?_ (inner_self_eq_norm_sq_to_K (𝕜 := ℂ) (∑ q, x q • a q v))
  have e := densityMatrix_apply (v := v) h
  rw [sum_inner]
  simp only [dotProduct, Matrix.mulVec, e, inner_sum, inner_smul_left, inner_smul_right,
    Finset.mul_sum, Pi.star_apply, starRingEnd_apply]
  refine Finset.sum_congr rfl fun p _ => Finset.sum_congr rfl fun q _ => ?_
  ring

/-- For operators obeying the mode relations and a unit vector `v`, the quadratic form of `1 - g` at
a coefficient vector `x` is the squared norm of the state with a particle added to the orbital with
coefficients `star x`. -/
theorem hole_form (h : ModeRelations a c) (hv : ‖v‖ = 1) (x : ι → ℂ) :
    star x ⬝ᵥ ((1 - densityMatrix a c v) *ᵥ x) = (‖∑ p, star (x p) • c p v‖ : ℂ) ^ 2 := by
  refine Eq.trans ?_ (inner_self_eq_norm_sq_to_K (𝕜 := ℂ) (∑ p, star (x p) • c p v))
  have e := holeMatrix_apply h hv
  rw [inner_sum]
  simp only [dotProduct, Matrix.mulVec, e, sum_inner, inner_smul_left, inner_smul_right,
    Finset.mul_sum, Pi.star_apply, starRingEnd_apply, star_star]
  refine Finset.sum_congr rfl fun p _ => Finset.sum_congr rfl fun q _ => ?_
  ring

/-- Coleman condition: for operators obeying the mode relations and a unit vector `v`, the
one-particle density matrix `g` is Hermitian, and `g` and `1 - g` are positive semidefinite. -/
theorem coleman_condition (h : ModeRelations a c) (hv : ‖v‖ = 1) :
    (densityMatrix a c v).IsHermitian ∧ (densityMatrix a c v).PosSemidef ∧
      (1 - densityMatrix a c v).PosSemidef := by
  have hg : (densityMatrix a c v).IsHermitian := by
    refine Matrix.IsHermitian.ext fun p q => ?_
    rw [densityMatrix_apply h, densityMatrix_apply h]
    exact inner_conj_symm _ _
  refine ⟨hg, Matrix.PosSemidef.of_dotProduct_mulVec_nonneg hg fun x => ?_,
    Matrix.PosSemidef.of_dotProduct_mulVec_nonneg (Matrix.isHermitian_one.sub hg) fun x => ?_⟩
  · rw [particle_form h]
    exact_mod_cast sq_nonneg ‖∑ q, x q • a q v‖
  · rw [hole_form h hv]
    exact_mod_cast sq_nonneg ‖∑ p, star (x p) • c p v‖

/-- For operators obeying the mode relations and a unit vector `v`, a real number `n` that is the
eigenvalue of `g` for a nonzero vector `x` lies between zero and one. -/
theorem natural_occupation_bounds (h : ModeRelations a c) (hv : ‖v‖ = 1) {x : ι → ℂ}
    (hx : x ≠ 0) {n : ℝ} (hn : densityMatrix a c v *ᵥ x = (n : ℂ) • x) :
    0 ≤ n ∧ n ≤ 1 := by
  -- the squared length of the orbital is a positive real number
  obtain ⟨S, hS, hs⟩ : ∃ S : ℝ, 0 < S ∧ star x ⬝ᵥ x = (S : ℂ) := by
    refine ⟨∑ p, ‖x p‖ ^ 2, ?_, ?_⟩
    · obtain ⟨p, hp⟩ := Function.ne_iff.mp hx
      have hp' : 0 < ‖x p‖ := norm_pos_iff.mpr hp
      exact Finset.sum_pos' (fun i _ => by positivity) ⟨p, Finset.mem_univ p, by positivity⟩
    · simp only [dotProduct, Pi.star_apply]
      push_cast
      exact Finset.sum_congr rfl fun p _ => Complex.conj_mul' (x p)
  have h1 := particle_form (v := v) h x
  have h2 := hole_form h hv x
  rw [hn, dotProduct_smul, hs, smul_eq_mul] at h1
  rw [Matrix.sub_mulVec, Matrix.one_mulVec, dotProduct_sub, hn, dotProduct_smul, hs,
    smul_eq_mul] at h2
  have h1' : n * S = ‖∑ q, x q • a q v‖ ^ 2 := by exact_mod_cast h1
  have h2' : S - n * S = ‖∑ p, star (x p) • c p v‖ ^ 2 := by exact_mod_cast h2
  have k1 := sq_nonneg ‖∑ q, x q • a q v‖
  have k2 := sq_nonneg ‖∑ p, star (x p) • c p v‖
  constructor
  · by_contra hneg
    nlinarith [mul_pos (sub_pos.mpr (not_le.mp hneg)) hS]
  · by_contra hbig
    nlinarith [mul_pos (sub_pos.mpr (not_le.mp hbig)) hS]

/-- For operators obeying the mode relations and a unit vector `v`, the quadratic form of `g` at a
coefficient vector `x` equals the squared length of `x` exactly when adding a particle to the
orbital with coefficients `star x` gives zero. -/
theorem filled_orbital_iff (h : ModeRelations a c) (hv : ‖v‖ = 1) (x : ι → ℂ) :
    star x ⬝ᵥ (densityMatrix a c v *ᵥ x) = star x ⬝ᵥ x ↔
      ∑ p, star (x p) • c p v = 0 := by
  have h2 := hole_form h hv x
  rw [Matrix.sub_mulVec, Matrix.one_mulVec, dotProduct_sub] at h2
  constructor
  · intro e
    rw [e, sub_self] at h2
    have h3 := (pow_eq_zero_iff two_ne_zero).mp h2.symm
    exact norm_eq_zero.mp (by exact_mod_cast h3)
  · intro e
    rw [e, norm_zero] at h2
    exact (sub_eq_zero.mp (h2.trans (by simp))).symm

/-- Annihilation operators of two modes on `ℂ⁴`, in the basis: empty, first mode filled,
second mode filled, both filled. -/
def pairAnnihilate (p : Fin 2) : EuclideanSpace ℂ (Fin 4) →ₗ[ℂ] EuclideanSpace ℂ (Fin 4) where
  toFun ψ := (![!₂[ψ 1, 0, ψ 3, 0], !₂[ψ 2, -ψ 3, 0, 0]] : Fin 2 → EuclideanSpace ℂ (Fin 4)) p
  map_add' x y := by
    ext i
    fin_cases p <;> fin_cases i <;> simp [add_comm]
  map_smul' r x := by
    ext i
    fin_cases p <;> fin_cases i <;> simp

/-- Creation operators of two modes on `ℂ⁴`, in the same basis. -/
def pairCreate (p : Fin 2) : EuclideanSpace ℂ (Fin 4) →ₗ[ℂ] EuclideanSpace ℂ (Fin 4) where
  toFun ψ := (![!₂[0, ψ 0, 0, ψ 2], !₂[0, 0, ψ 0, -ψ 1]] : Fin 2 → EuclideanSpace ℂ (Fin 4)) p
  map_add' x y := by
    ext i
    fin_cases p <;> fin_cases i <;> simp [add_comm]
  map_smul' r x := by
    ext i
    fin_cases p <;> fin_cases i <;> simp

/-- The two explicit modes on `ℂ⁴` obey the mode relations, and their annihilation operators
anticommute with each other. -/
theorem modeRelations_witness :
    ModeRelations pairAnnihilate pairCreate ∧
      ∀ p q x, pairAnnihilate p (pairAnnihilate q x) + pairAnnihilate q (pairAnnihilate p x) = 0 := by
  refine ⟨⟨fun p x y => ?_, fun p q x => ?_⟩, fun p q x => ?_⟩
  · fin_cases p <;>
      simp [pairAnnihilate, pairCreate, PiLp.inner_apply, Fin.sum_univ_four]
  · ext i
    fin_cases p <;> fin_cases q <;> fin_cases i <;> simp [pairAnnihilate, pairCreate]
  · ext i
    fin_cases p <;> fin_cases q <;> fin_cases i <;> simp [pairAnnihilate]

end

end ColemanCondition
```

```lean
#print axioms ColemanCondition.coleman_condition
#print axioms ColemanCondition.natural_occupation_bounds
#print axioms ColemanCondition.filled_orbital_iff
```

```
'ColemanCondition.coleman_condition' depends on axioms: [propext, Classical.choice, Quot.sound]
'ColemanCondition.natural_occupation_bounds' depends on axioms: [propext, Classical.choice, Quot.sound]
'ColemanCondition.filled_orbital_iff' depends on axioms: [propext, Classical.choice, Quot.sound]
```

## What the Lean statements say about the physics

The type `ι` labels the modes and is finite. In electronic structure these are orthonormal spin orbitals, the orthonormality being expressed by $\delta_{pq}$. The type `H` is a complex inner-product space of any dimension, and `a` and `c` assign to each mode a linear map defined on all of `H`.

`ModeRelations a c` packages the two physical assumptions. Its field `adj` says that creation is the adjoint of annihilation, and `anticomm` is the mixed anticommutator applied to an arbitrary vector. These assumptions are weaker than the full fermionic algebra. For a single mode on $\mathbb C$, the choice $a = c = 1/\sqrt2$ satisfies both although $a^2 \ne 0$. Every genuine fermionic system with finitely many modes is covered, and so are such oddities.

`densityMatrix a c v` is the matrix $g$, with row index $p$ on the creation operator. Some texts use the transpose, for which Hermiticity and the bounds are the same. The hypothesis `hv : ‖v‖ = 1` is the normalisation of the state. The product `⬝ᵥ` does not conjugate, so `star x ⬝ᵥ (densityMatrix a c v *ᵥ x)` is $x^\dagger g x$.

The main theorem, `coleman_condition`, says that for every such family and every unit vector, $g$ is Hermitian and both $g$ and $1-g$ are positive semidefinite. For pure states, this is the necessity of the eigenvalue bounds in Coleman's characterisation of one-particle density matrices. The bounds pass to ensembles, whose matrices are weighted averages of pure-state ones; that step is not in the Lean file. The converse, that a Hermitian matrix with eigenvalues in $[0,1]$ and trace $N$ arises from some $N$-particle ensemble, is a separate construction and is not treated here. The state is pure, and nothing fixes its particle number: `v` may superpose different numbers of particles.

In `natural_occupation_bounds` the eigenvalue `n` is taken to be real, which loses nothing since $g$ is Hermitian. The eigenvector `x` need only be nonzero, not normalised. `filled_orbital_iff` likewise compares $x^\dagger g x$ with $x^\dagger x$ instead of dividing; for $x = 0$ both sides of the equivalence hold trivially.

The assumptions are met by a concrete system. `pairAnnihilate` and `pairCreate` describe two modes on $\mathbb C^4$, with basis states empty, first filled, second filled and both filled. The minus signs are the exchange signs picked up when the second mode's operator passes an occupied first mode. `modeRelations_witness` confirms the assumed relations and also that the annihilation operators anticommute with each other.

For a wavefunction calculation in a finite set of orthonormal spin orbitals, the theorem gives a consistency test: a natural occupation below 0 or above 1, beyond rounding error, shows that the matrix is not the one-particle density matrix of a normalised state. For spin-summed spatial orbitals the upper limit is 2.

## From overlaps to positivity in the proof

`densityMatrix_apply` is the particle identity $g_{pq} = \langle a_p v, a_q v\rangle$, and its proof is the field `adj` read from right to left.

`holeMatrix_apply` is the hole identity. The step `hadj` moves a creation operator out of the left slot. Since `adj` is stated for annihilation operators on the left, the proof conjugates, applies `adj`, and conjugates back. The step `h2` takes the inner product of `v` with the anticommutator for the pair `q p`, in the order that the derivation above needs. The cases $p = q$ and $p \neq q$ then evaluate the Kronecker delta, and `linear_combination -h2` rearranges the result into $(1-g)_{pq}$.

`particle_form` and `hole_form` are the two quadratic forms. Each proof writes the squared norm as the inner product of a sum with itself, expands both slots, inserts the overlap identity, and compares the double sums term by term with `ring`. The first expands the left slot first (`sum_inner`) and the second the right slot (`inner_sum`), which is how the reversed index order of the hole matrix is accommodated.

`coleman_condition` obtains Hermiticity from `inner_conj_symm`, the conjugate symmetry of the inner product. Positive semidefiniteness then requires a nonnegative quadratic form for every `x`, and the two form lemmas turn this into the nonnegativity of a squared real norm. In the complex order used here, $0 \le z$ means that $z$ is real and nonnegative.

`natural_occupation_bounds` first shows that $x^\dagger x$ is a positive real number $S$. It inserts the eigenvalue equation into both forms and arrives at the real equations `h1'` and `h2'`, which say that $nS$ and $S - nS$ are squared norms. Assuming $n < 0$ or $n > 1$ contradicts one of them, and `nlinarith` finds the contradiction with the help of the product of the strict inequality with $S$, which the proof supplies through `mul_pos`.

`filled_orbital_iff` uses `hole_form` alone: the difference $x^\dagger x - x^\dagger g x$ is a squared norm, so it vanishes exactly when the vector inside the norm does.

## The same argument for pairs

The particle half extends to the two-particle matrix

$$D_{pq,rs} = \langle v, c_p c_q a_s a_r v\rangle .$$

Moving first $c_p$ and then $c_q$ to the left slot gives $D_{pq,rs} = \langle a_q a_p v, a_s a_r v\rangle$. This is again a matrix of overlaps, now between states with two particles removed, so for any coefficients $y_{pq}$

$$\sum_{p,q,r,s} \bar y_{pq}\, D_{pq,rs}\, y_{rs} = \Big\| \sum_{r,s} y_{rs}\, a_s a_r v \Big\|^2 \ge 0 .$$

Only adjointness is used. This pair version is a derivation by hand; the Lean file stops at the one-particle matrix.
